# Where the relativistic mass is nonzero, the scalar-relativistic energy Wronskian has minus the norm density as its radial derivative

Fitting a scalar-relativistic radial solution and its energy derivative to given large and small components at a sphere radius means solving two linear equations, whose determinant is the Wronskian of the two pairs. On a shell that excludes the nucleus, and with nonzero relativistic mass, this determinant is tied to the norm of the solution, and it is nonzero if the solution is not identically zero and the Wronskian vanishes at the inner radius.

```lean
import Mathlib

open Set

namespace ScalarRelativisticRadial

noncomputable section

/-- A radial shell `[a, R]` with `0 < a < R`, a potential `V` continuous on it, angular momentum `l`
and speed of light `c > 0`. -/
structure RadialChannel where
  c : ℝ
  l : ℕ
  V : ℝ → ℝ
  a : ℝ
  R : ℝ
  c_pos : 0 < c
  a_pos : 0 < a
  a_lt_R : a < R
  V_cont : ContinuousOn V (Icc a R)

variable (S : RadialChannel)

/-- The relativistic mass `M = 1 + (E - V) / (2c²)`. -/
def RadialChannel.mass (E r : ℝ) : ℝ := 1 + (E - S.V r) / (2 * S.c ^ 2)

/-- The coupling `l(l+1)/(2Mr²) + V - E` of the small to the large component,
for `r ≠ 0` and `M ≠ 0`. -/
def RadialChannel.coupling (E r : ℝ) : ℝ :=
  (S.l : ℝ) * (S.l + 1) / (2 * S.mass E r * r ^ 2) + S.V r - E

/-- `(P, Q)` solves the scalar-relativistic radial equations at energy `E` on the shell. -/
def RadialChannel.IsSolution (E : ℝ) (P Q : ℝ → ℝ) : Prop :=
  ∀ r ∈ Icc S.a S.R,
    HasDerivWithinAt P (P r / r + 2 * S.mass E r * Q r) (Icc S.a S.R) r ∧
    HasDerivWithinAt Q (-Q r / r + S.coupling E r * P r) (Icc S.a S.R) r

/-- `(Pd, Qd)` solves the radial equations differentiated with respect to the energy,
with `(P, Q)` as source. -/
def RadialChannel.IsEnergyDerivative (E : ℝ) (P Q Pd Qd : ℝ → ℝ) : Prop :=
  ∀ r ∈ Icc S.a S.R,
    HasDerivWithinAt Pd (Pd r / r + 2 * (S.mass E r * Qd r
      + deriv (fun ε => S.mass ε r) E * Q r)) (Icc S.a S.R) r ∧
    HasDerivWithinAt Qd (-Qd r / r + S.coupling E r * Pd r
      + deriv (fun ε => S.coupling ε r) E * P r) (Icc S.a S.R) r

/-- The Wronskian `P₁Q₂ - Q₁P₂` of two pairs of radial functions. -/
def wronskian (P₁ Q₁ P₂ Q₂ : ℝ → ℝ) (r : ℝ) : ℝ := P₁ r * Q₂ r - Q₁ r * P₂ r

/-- The norm density `P²(1 + l(l+1)/(4M²c²r²)) + Q²/c²`, for `r ≠ 0` and `M ≠ 0`. -/
def RadialChannel.normDensity (E : ℝ) (P Q : ℝ → ℝ) (r : ℝ) : ℝ :=
  P r ^ 2 * (1 + (S.l : ℝ) * (S.l + 1) / (4 * S.mass E r ^ 2 * S.c ^ 2 * r ^ 2))
    + Q r ^ 2 / S.c ^ 2

/-- The relativistic mass changes with energy at the rate `1/(2c²)`. -/
theorem hasDerivAt_mass (E r : ℝ) :
    HasDerivAt (fun ε => S.mass ε r) (1 / (2 * S.c ^ 2)) E := by
  unfold RadialChannel.mass
  exact (((hasDerivAt_id' E).sub_const (S.V r)).div_const (2 * S.c ^ 2)).const_add 1

/-- For `r > 0` and `M ≠ 0`, the coupling changes with energy at the rate `-(1 + l(l+1)/(4M²c²r²))`.
-/
theorem hasDerivAt_coupling {E r : ℝ} (hr : 0 < r) (hM : S.mass E r ≠ 0) :
    HasDerivAt (fun ε => S.coupling ε r)
      (-(1 + (S.l : ℝ) * (S.l + 1) / (4 * S.mass E r ^ 2 * S.c ^ 2 * r ^ 2))) E := by
  have hden := ((hasDerivAt_mass S E r).const_mul 2).mul_const (r ^ 2)
  have hne : 2 * S.mass E r * r ^ 2 ≠ 0 :=
    mul_ne_zero (mul_ne_zero two_ne_zero hM) (pow_ne_zero 2 hr.ne')
  have h := (((hasDerivAt_const E ((S.l : ℝ) * (S.l + 1))).fun_div hden hne).add_const
    (S.V r)).fun_sub (hasDerivAt_id' E)
  unfold RadialChannel.coupling
  refine h.congr_deriv ?_
  have hc := S.c_pos.ne'
  have hr' := hr.ne'
  field_simp
  ring

/-- If `M ≠ 0` throughout the shell, the Wronskian of a radial solution with its energy derivative
has radial derivative `-(P²(1 + l(l+1)/(4M²c²r²)) + Q²/c²)`. -/
theorem wronskian_energyDerivative {E : ℝ} {P Q Pd Qd : ℝ → ℝ}
    (hM : ∀ r ∈ Icc S.a S.R, S.mass E r ≠ 0) (h : S.IsSolution E P Q)
    (hd : S.IsEnergyDerivative E P Q Pd Qd) :
    ∀ r ∈ Icc S.a S.R, HasDerivWithinAt (wronskian P Q Pd Qd)
      (-(P r ^ 2 * (1 + (S.l : ℝ) * (S.l + 1) / (4 * S.mass E r ^ 2 * S.c ^ 2 * r ^ 2))
        + Q r ^ 2 / S.c ^ 2)) (Icc S.a S.R) r := by
  intro r hr
  obtain ⟨hP, hQ⟩ := h r hr
  obtain ⟨hPd, hQd⟩ := hd r hr
  rw [(hasDerivAt_mass S E r).deriv] at hPd
  rw [(hasDerivAt_coupling S (S.a_pos.trans_le hr.1) (hM r hr)).deriv] at hQd
  -- the product rule; all terms without an energy derivative cancel
  refine ((hP.fun_mul hQd).fun_sub (hQ.fun_mul hPd)).congr_deriv ?_
  ring

/-- For solutions at two energies, at a radius of the shell where both masses are nonzero, the
Wronskian has radial derivative `-(E₂ - E₁)(P₁P₂(1 + l(l+1)/(4M₁M₂c²r²)) + Q₁Q₂/c²)`. -/
theorem wronskian_two_energies {E₁ E₂ : ℝ} {P₁ Q₁ P₂ Q₂ : ℝ → ℝ}
    (h₁ : S.IsSolution E₁ P₁ Q₁) (h₂ : S.IsSolution E₂ P₂ Q₂)
    {r : ℝ} (hr : r ∈ Icc S.a S.R) (hM₁ : S.mass E₁ r ≠ 0) (hM₂ : S.mass E₂ r ≠ 0) :
    HasDerivWithinAt (wronskian P₁ Q₁ P₂ Q₂)
      (-(E₂ - E₁) * (P₁ r * P₂ r * (1 + (S.l : ℝ) * (S.l + 1) /
        (4 * S.mass E₁ r * S.mass E₂ r * S.c ^ 2 * r ^ 2)) + Q₁ r * Q₂ r / S.c ^ 2))
      (Icc S.a S.R) r := by
  have hc := S.c_pos.ne'
  have hr0 : r ≠ 0 := (S.a_pos.trans_le hr.1).ne'
  have hm : S.mass E₂ r - S.mass E₁ r = (E₂ - E₁) / (2 * S.c ^ 2) := by
    unfold RadialChannel.mass
    ring
  have hE : E₂ - E₁ = 2 * S.c ^ 2 * (S.mass E₂ r - S.mass E₁ r) := by
    rw [hm]
    field_simp
  -- the difference of the two centrifugal terms
  have hL : (S.l : ℝ) * (S.l + 1) / (2 * S.mass E₂ r * r ^ 2)
      - (S.l : ℝ) * (S.l + 1) / (2 * S.mass E₁ r * r ^ 2)
      = -(2 * S.c ^ 2 * (S.mass E₂ r - S.mass E₁ r)) * ((S.l : ℝ) * (S.l + 1) /
        (4 * S.mass E₁ r * S.mass E₂ r * S.c ^ 2 * r ^ 2)) := by
    field_simp
    ring
  rw [← hE] at hL
  have hU : S.coupling E₂ r - S.coupling E₁ r = -(E₂ - E₁) * (1 + (S.l : ℝ) * (S.l + 1) /
      (4 * S.mass E₁ r * S.mass E₂ r * S.c ^ 2 * r ^ 2)) := by
    unfold RadialChannel.coupling
    linear_combination hL
  refine (((h₁ r hr).1.fun_mul (h₂ r hr).2).fun_sub
    ((h₁ r hr).2.fun_mul (h₂ r hr).1)).congr_deriv ?_
  linear_combination P₁ r * P₂ r * hU - 2 * Q₁ r * Q₂ r * hm

/-- If `M ≠ 0` throughout the shell, the norm density of a radial solution is continuous there. -/
theorem continuousOn_normDensity {E : ℝ} {P Q : ℝ → ℝ}
    (hM : ∀ r ∈ Icc S.a S.R, S.mass E r ≠ 0) (h : S.IsSolution E P Q) :
    ContinuousOn (S.normDensity E P Q) (Icc S.a S.R) := by
  have hP : ContinuousOn P (Icc S.a S.R) := fun r hr => (h r hr).1.continuousWithinAt
  have hQ : ContinuousOn Q (Icc S.a S.R) := fun r hr => (h r hr).2.continuousWithinAt
  have hm : ContinuousOn (fun r => S.mass E r) (Icc S.a S.R) :=
    continuousOn_const.add ((continuousOn_const.sub S.V_cont).div_const _)
  have hden : ContinuousOn (fun r => 4 * S.mass E r ^ 2 * S.c ^ 2 * r ^ 2)
      (Icc S.a S.R) := by fun_prop
  have hne : ∀ r ∈ Icc S.a S.R, 4 * S.mass E r ^ 2 * S.c ^ 2 * r ^ 2 ≠ 0 := by
    intro r hr
    have h0 : 0 < r := S.a_pos.trans_le hr.1
    have h1 := hM r hr
    have h2 := S.c_pos
    positivity
  exact ((hP.pow 2).mul (continuousOn_const.add (continuousOn_const.div hden hne))).add
    ((hQ.pow 2).div_const _)

/-- If `M ≠ 0` throughout the shell, the norm integral over it equals the Wronskian at `a` minus the
Wronskian at `R`. -/
theorem integral_normDensity {E : ℝ} {P Q Pd Qd : ℝ → ℝ}
    (hM : ∀ r ∈ Icc S.a S.R, S.mass E r ≠ 0) (h : S.IsSolution E P Q)
    (hd : S.IsEnergyDerivative E P Q Pd Qd) :
    ∫ r in S.a..S.R, S.normDensity E P Q r
      = wronskian P Q Pd Qd S.a - wronskian P Q Pd Qd S.R := by
  have hW := wronskian_energyDerivative S hM h hd
  have hint : IntervalIntegrable (fun r => -S.normDensity E P Q r)
      MeasureTheory.volume S.a S.R :=
    (continuousOn_normDensity S hM h).neg.intervalIntegrable_of_Icc S.a_lt_R.le
  have key := intervalIntegral.integral_eq_sub_of_hasDerivAt_of_le S.a_lt_R.le
    (fun r hr => (hW r hr).continuousWithinAt)
    (fun r hr => (hW r (Ioo_subset_Icc_self hr)).hasDerivAt (Icc_mem_nhds hr.1 hr.2)) hint
  rw [intervalIntegral.integral_neg] at key
  unfold RadialChannel.normDensity
  linarith

/-- If `M ≠ 0` throughout the shell, the Wronskian vanishes at `a` and the solution is not
identically zero on the shell, then the Wronskian at the sphere radius `R` is negative. -/
theorem wronskian_neg {E : ℝ} {P Q Pd Qd : ℝ → ℝ}
    (hM : ∀ r ∈ Icc S.a S.R, S.mass E r ≠ 0) (h : S.IsSolution E P Q)
    (hd : S.IsEnergyDerivative E P Q Pd Qd) (ha : wronskian P Q Pd Qd S.a = 0)
    (hne : ∃ r ∈ Icc S.a S.R, P r ≠ 0 ∨ Q r ≠ 0) :
    wronskian P Q Pd Qd S.R < 0 := by
  have hc := S.c_pos
  have hpos : 0 < ∫ r in S.a..S.R, S.normDensity E P Q r := by
    refine intervalIntegral.integral_pos S.a_lt_R (continuousOn_normDensity S hM h) ?_ ?_
    · intro r _
      unfold RadialChannel.normDensity
      positivity
    · obtain ⟨r, hr, hPQ⟩ := hne
      refine ⟨r, hr, ?_⟩
      unfold RadialChannel.normDensity
      rcases hPQ with hP | hQ <;> positivity
  rw [integral_normDensity S hM h hd, ha] at hpos
  linarith

/-- Under the same conditions, any prescribed values of the large and small components at `R`
are matched by exactly one combination of the solution and its energy derivative. -/
theorem existsUnique_matching {E : ℝ} {P Q Pd Qd : ℝ → ℝ}
    (hM : ∀ r ∈ Icc S.a S.R, S.mass E r ≠ 0) (h : S.IsSolution E P Q)
    (hd : S.IsEnergyDerivative E P Q Pd Qd) (ha : wronskian P Q Pd Qd S.a = 0)
    (hne : ∃ r ∈ Icc S.a S.R, P r ≠ 0 ∨ Q r ≠ 0) (p q : ℝ) :
    ∃! x : ℝ × ℝ, x.1 * P S.R + x.2 * Pd S.R = p ∧ x.1 * Q S.R + x.2 * Qd S.R = q := by
  obtain ⟨w, hw⟩ : ∃ w : ℝ, w * (P S.R * Qd S.R - Q S.R * Pd S.R) = 1 :=
    ⟨_, inv_mul_cancel₀ (wronskian_neg S hM h hd ha hne).ne⟩
  -- Cramer's rule, with `w` the inverse Wronskian
  refine ⟨((p * Qd S.R - q * Pd S.R) * w, (P S.R * q - Q S.R * p) * w), ⟨?_, ?_⟩, ?_⟩
  · dsimp only
    linear_combination p * hw
  · dsimp only
    linear_combination q * hw
  · rintro ⟨A, B⟩ ⟨h1, h2⟩
    have h1' : A * P S.R + B * Pd S.R = p := h1
    have h2' : A * Q S.R + B * Qd S.R = q := h2
    refine Prod.ext ?_ ?_
    · show A = (p * Qd S.R - q * Pd S.R) * w
      linear_combination -A * hw + w * Qd S.R * h1' - w * Pd S.R * h2'
    · show B = (P S.R * q - Q S.R * p) * w
      linear_combination -B * hw + w * P S.R * h2' - w * Q S.R * h1'

/-- The shell `[1, 2]` with `l = 1`, `c = 1` and zero potential. -/
def pShell : RadialChannel where
  c := 1
  l := 1
  V := fun _ => 0
  a := 1
  R := 2
  c_pos := one_pos
  a_pos := one_pos
  a_lt_R := one_lt_two
  V_cont := continuousOn_const

/-- On this shell at `E = 0`, `P = r²` and `Q = r/2` solve the radial equations, and an explicit
energy derivative has vanishing Wronskian with them at the inner radius. -/
theorem pShell_witness :
    (∀ r ∈ Icc pShell.a pShell.R, pShell.mass 0 r ≠ 0) ∧
    pShell.IsSolution 0 (fun r => r ^ 2) (fun r => r / 2) ∧
    pShell.IsEnergyDerivative 0 (fun r => r ^ 2) (fun r => r / 2)
      (fun r => (-1 / 5) * r ^ 4 + (1 / 2) * r ^ 2 - (3 / 10) * r⁻¹)
      (fun r => (-3 / 10) * r ^ 3 + (3 / 10) * r⁻¹ ^ 2) ∧
    wronskian (fun r => r ^ 2) (fun r => r / 2)
      (fun r => (-1 / 5) * r ^ 4 + (1 / 2) * r ^ 2 - (3 / 10) * r⁻¹)
      (fun r => (-3 / 10) * r ^ 3 + (3 / 10) * r⁻¹ ^ 2) pShell.a = 0 := by
  have hm : ∀ r, pShell.mass 0 r = 1 := by
    intro r
    simp [RadialChannel.mass, pShell]
  have hM : ∀ r, pShell.mass 0 r ≠ 0 := fun r => by
    rw [hm]
    exact one_ne_zero
  have hu : ∀ r, pShell.coupling 0 r = 1 / r ^ 2 := by
    intro r
    simp only [RadialChannel.coupling, hm]
    simp only [pShell, Nat.cast_one]
    ring
  have h2 : ∀ r : ℝ, HasDerivAt (fun x : ℝ => x ^ 2) (2 * r) r := fun r => by
    simpa using hasDerivAt_pow 2 r
  refine ⟨fun r _ => hM r, ?_, ?_, ?_⟩
  · intro r hr
    have hi : r * r⁻¹ = 1 := mul_inv_cancel₀ (pShell.a_pos.trans_le hr.1).ne'
    constructor
    · refine (h2 r).hasDerivWithinAt.congr_deriv ?_
      simp only [hm]
      linear_combination (-r) * hi
    · refine ((hasDerivAt_id' r).div_const 2).hasDerivWithinAt.congr_deriv ?_
      simp only [hu]
      linear_combination (-(r * r⁻¹ + 1 / 2)) * hi
  · intro r hr
    have hr0 : 0 < r := pShell.a_pos.trans_le hr.1
    have hi : r * r⁻¹ = 1 := mul_inv_cancel₀ hr0.ne'
    have h3 : HasDerivAt (fun x : ℝ => x ^ 3) (3 * r ^ 2) r := by
      simpa using hasDerivAt_pow 3 r
    have h4 : HasDerivAt (fun x : ℝ => x ^ 4) (4 * r ^ 3) r := by
      simpa using hasDerivAt_pow 4 r
    have hI : HasDerivAt (fun x : ℝ => x⁻¹) (-(r ^ 2)⁻¹) r := hasDerivAt_inv hr0.ne'
    have hI2 : HasDerivAt (fun x : ℝ => x⁻¹ ^ 2) (-2 * r⁻¹ ^ 3) r :=
      (hI.fun_pow 2).congr_deriv (by push_cast; ring)
    have hdm : deriv (fun ε => pShell.mass ε r) 0 = 1 / 2 := by
      rw [(hasDerivAt_mass pShell 0 r).deriv]
      norm_num [pShell]
    have hdu : deriv (fun ε => pShell.coupling ε r) 0 = -(1 + 1 / (2 * r ^ 2)) := by
      rw [(hasDerivAt_coupling pShell hr0 (hM r)).deriv, hm]
      simp only [pShell, Nat.cast_one]
      ring
    constructor
    · refine (((h4.const_mul (-1 / 5)).fun_add ((h2 r).const_mul (1 / 2))).fun_sub
        (hI.const_mul (3 / 10))).hasDerivWithinAt.congr_deriv ?_
      simp only [hm, hdm]
      linear_combination (r ^ 3 / 5 - r / 2) * hi
    · refine ((h3.const_mul (-3 / 10)).fun_add
        (hI2.const_mul (3 / 10))).hasDerivWithinAt.congr_deriv ?_
      simp only [hu, hdu]
      linear_combination (r ^ 2 / 5 * (r * r⁻¹ - 1 / 2)) * hi
  · simp only [wronskian, pShell]
    norm_num

end

end ScalarRelativisticRadial
```

```lean
#print axioms ScalarRelativisticRadial.wronskian_energyDerivative
-- 'ScalarRelativisticRadial.wronskian_energyDerivative' depends on axioms: [propext, Classical.choice, Quot.sound]
#print axioms ScalarRelativisticRadial.wronskian_two_energies
-- 'ScalarRelativisticRadial.wronskian_two_energies' depends on axioms: [propext, Classical.choice, Quot.sound]
#print axioms ScalarRelativisticRadial.existsUnique_matching
-- 'ScalarRelativisticRadial.existsUnique_matching' depends on axioms: [propext, Classical.choice, Quot.sound]
```

## The radial system and its energy derivative

A `RadialChannel` consists of a shell \([a,R]\) with \(0<a<R\), a potential \(V\) continuous on it, an angular momentum \(l\in\mathbb N\) and a speed of light \(c>0\). At energy \(E\), `mass` and `coupling` are

\[
M=1+\frac{E-V}{2c^2},\qquad U=\frac{l(l+1)}{2Mr^2}+V-E .
\]

`IsSolution` says that the large component \(P\) and the small component \(Q\) satisfy

\[
P'=\frac Pr+2MQ,\qquad Q'=-\frac Qr+UP ,
\]

with one-sided derivatives at the two ends. Write \(\dot P,\dot Q\) for `Pd`, `Qd`, and \(\dot M,\dot U\) for the energy derivatives of the coefficients at fixed \(r\). `IsEnergyDerivative` then says

\[
\dot P'=\frac{\dot P}r+2(M\dot Q+\dot MQ),\qquad
\dot Q'=-\frac{\dot Q}r+U\dot P+\dot UP .
\]

Any solution of this system is allowed; it need not come from a chosen family of solutions in \(E\). With \(W=P\dot Q-Q\dot P\), `wronskian_energyDerivative` states that, if \(M\neq0\) throughout the shell,

\[
W'=-\left[P^2\left(1+\frac{l(l+1)}{4M^2c^2r^2}\right)+\frac{Q^2}{c^2}\right].
\]

The bracket is `normDensity`.

## What the norm contains

The equations are in Hartree atomic units, with spin–orbit coupling left out. With \(P=ru\), the first equation gives \(Q=ru'/(2M)\), so \(Q\) carries a factor \(c\) relative to a small component whose square enters the norm directly. The term \(Q^2/c^2\) comes from the radial part of the gradient of the large component, and the \(l(l+1)\) term from its angular part. For \(l>0\), the norm \(\int(P^2+Q^2/c^2)\,dr\) alone therefore does not give the exact Wronskian difference.

The condition \(M\ne0\) excludes radii where \(E=V-2c^2\), at which the centrifugal term is singular for \(l>0\). The mass is positive wherever \(E>V-2c^2\). With the physical speed of light this includes ordinary classically forbidden regions, where \(V-E\) is positive but far below \(2c^2\).

The condition \(W(a)=0\), used for the matching result, stands for an inner boundary condition. It holds, for example, when the values of \(P\) and \(Q\) at \(a\) are held fixed as the energy varies, so that \(\dot P(a)=\dot Q(a)=0\). The region inside \(a\) is not treated. A solution started regularly at the nucleus also has norm inside \(a\), and its \(W(a)\) is in general negative, not zero. The integral identity below still gives \(W(R)<0\) in that case, although the matching theorem is stated only for \(W(a)=0\).

## Why only the norm survives

Differentiating the coefficients gives

\[
\dot M=\frac1{2c^2},\qquad
\dot U=-\frac{l(l+1)\dot M}{2M^2r^2}-1
=-\left(1+\frac{l(l+1)}{4M^2c^2r^2}\right).
\]

These are `hasDerivAt_mass` and `hasDerivAt_coupling`. The product rule then gives

\[
\begin{aligned}
W'={}&\left(\frac Pr+2MQ\right)\dot Q
+P\left(-\frac{\dot Q}r+U\dot P+\dot UP\right)\\
&-\left(-\frac Qr+UP\right)\dot P
-Q\left(\frac{\dot P}r+2M\dot Q+2\dot MQ\right)\\
={}&\dot UP^2-2\dot MQ^2 .
\end{aligned}
\]

The terms in \(1/r\), \(M\) and \(U\) cancel in pairs, and inserting \(\dot M\) and \(\dot U\) gives the result. In the Lean proof, `fun_mul` and `fun_sub` apply the product rule and `ring` performs the cancellation.

For solutions at two energies \(E_1,E_2\), the same cancellation leaves

\[
(P_1Q_2-Q_1P_2)'=(U_2-U_1)P_1P_2-2(M_2-M_1)Q_1Q_2 .
\]

Here \(M_2-M_1=(E_2-E_1)/(2c^2)\), and

\[
U_2-U_1=-(E_2-E_1)\left(1+\frac{l(l+1)}{4M_1M_2c^2r^2}\right).
\]

In `wronskian_two_energies` these differences are `hm` and `hU`, and `linear_combination` inserts them. The identity is exact for any energy separation, with \(M_1M_2\) in place of \(M^2\).

## From the norm to unique matching

The norm density is continuous (`continuousOn_normDensity`), so the fundamental theorem of calculus gives `integral_normDensity`:

\[
\int_a^R\left[P^2\left(1+\frac{l(l+1)}{4M^2c^2r^2}\right)+\frac{Q^2}{c^2}\right]dr=W(a)-W(R).
\]

The density is nonnegative, and it is positive wherever \(P\) or \(Q\) is nonzero. For a solution that is not identically zero the integral is therefore positive, and \(W(a)=0\) gives \(W(R)<0\), which is `wronskian_neg`. If, in addition, the norm integral over the shell is one, then \(W(R)=-1\).

For prescribed components \(p,q\) at \(R\), `existsUnique_matching` solves \(AP+B\dot P=p\) and \(AQ+B\dot Q=q\) by Cramer's rule, with all functions taken at \(R\):

\[
A=\frac{p\dot Q-q\dot P}{W},\qquad B=\frac{Pq-Qp}{W}.
\]

The last two steps of the proof show that any other solution has these same coefficients. This matches both components for one radial channel on a shell. Standard LAPW matching uses the value and slope of the large component instead, which is a different problem, because \(\dot P'\) also contains \(Q/c^2\).

## A p channel in numbers, and a failed match

`pShell_witness` takes \(l=c=1\), \(V=E=0\) and the shell \([1,2]\), so \(M=1\). The value \(c=1\) is chosen for simple arithmetic and is not the physical speed of light in Hartree units. It verifies the solution \(P=r^2\), \(Q=r/2\), together with

\[
\dot P=-\frac{r^4}5+\frac{r^2}2-\frac3{10r},\qquad
\dot Q=-\frac{3r^3}{10}+\frac3{10r^2},
\]

for which \(W(1)=0\). The norm is

\[
\int_1^2\left(r^4+\tfrac34r^2\right)dr=6.2+1.75=7.95 .
\]

At the outer radius \(P=4\), \(Q=1\), \(\dot P=-1.35\) and \(\dot Q=-2.325\), so \(W(2)=-9.3+1.35=-7.95\), as required. Dividing all four functions by \(\sqrt{7.95}\) normalises the solution and gives \(W(2)=-1\).

Without the condition \(W(a)=0\), matching can fail. The pair \((1/r,-1/r^2)\) solves the original radial system, so adding \(-5.3\) times it to \((\dot P,\dot Q)\) gives another solution of the differentiated system. Now \(W(1)=7.95\), and at \(r=2\) the new pair has the values \((-4,-1)\), which is minus \((P,Q)=(4,1)\). Hence \(W(2)=0\), and no combination matches \(p=1\), \(q=0\).
